# The derivative of a Wronskian is the determinant with only its last row differentiated

## The Wronski matrix and its conventions

Let $f_0,\dots,f_n$ be $n+1$ functions of a real variable $x$, all real-valued or all complex-valued, with $n\ge 0$. Write $f^{(i)}$ for the $i$-th derivative of $f$, with $f^{(0)}=f$. The Wronski matrix $M(x)$ and the Wronskian $W(x)$ are

$$
M_{ij}(x)=f_j^{(i)}(x),\qquad W(x)=\det M(x),\qquad i,j=0,\dots,n .
$$

Rows count derivatives and columns count functions. For two functions this gives $W=f_0f_1'-f_1f_0'$, which fixes the sign.

A function is called $m$ times differentiable if its derivatives of order $0,\dots,m-1$ are all differentiable at every point of the real line. The $m$-th derivative then exists everywhere, but it need not be continuous.

## Two solutions of a Schrödinger equation

In units with $\hbar=m_{\text{particle}}=1$, let $f_0$ and $f_1$ solve

$$
-\tfrac12 f_j''+Vf_j=E_jf_j,\qquad j=0,1,
$$

with the same potential $V$ and energies $E_0$ and $E_1$. Their Wronskian then satisfies

$$
W'=2(E_0-E_1)\,f_0f_1 .
$$

At equal energies $W$ is constant. For one particle in one dimension with a real potential and a real energy, taking $f_0=\overline{f_1}$ makes $W$ equal to $2i$ times the probability current, so this constancy is current conservation in a stationary state.

The formula for $W'$ contains no first derivatives, although the product rule applied to $f_0f_1'-f_1f_0'$ produces two terms $f_0'f_1'$. They cancel. With more than two functions, the terms that come from differentiating any row but the last cancel in the same way.

## The statements in words

**Derivative of the Wronskian.** If $f_0,\dots,f_n$ are $n+1$ times differentiable, then $W$ is differentiable at every $x$, and $W'(x)$ is the determinant of $M(x)$ with its last row replaced by $f_0^{(n+1)}(x),\dots,f_n^{(n+1)}(x)$.

In Lean this is `hasDerivAt_wronskian`. The type `𝕂` stands for the real or the complex numbers, and the index type `Fin (n + 1)` has the elements $0,\dots,n$, so there is always at least one function. The entry $f_j^{(i)}(x)$ is `iteratedDeriv i (f j) x`, `TimesDifferentiable` is the notion defined above, and `updateRow (Fin.last n)` replaces row $n$.

**Linear differential equations.** Suppose in addition that all the functions solve one equation, whose coefficients $a_k$ are functions of $x$:

$$
f^{(n+1)}=\sum_{k=0}^{n}a_k f^{(k)} .
$$

Then $W'=a_nW$, which is `hasDerivAt_wronskian_of_ode`. If the functions are complex-valued and $P$ satisfies $P'=a_n$ everywhere, then for all $x$ and $y$

$$
W(x)=W(y)\,e^{P(x)-P(y)} .
$$

This is Abel's identity, `abel_identity`. The primitive $P$ is a hypothesis here, whereas textbooks usually obtain it from the continuity of $a_n$. By `wronskian_ne_zero_iff`, under the same conditions $W$ is non-zero at $x$ exactly when it is non-zero at $y$. Neither theorem speaks of linear independence.

**The Schrödinger case.** `hasDerivAt_wronskian_schrodinger` is the formula for two solutions given above. It requires neither normalisation nor boundary conditions, and it allows complex potentials and energies.

All of these theorems concern functions on the whole real line. A square well is therefore not covered in general: where $V$ jumps and $f_j\neq0$, the second derivative $f_j''$ doesn't exist. Hard walls and delta potentials are left out as well, because there $V$ is not a function with finite values on the whole line.

## Differentiating one row at a time

Expand the determinant over the permutations $\sigma$ of $\{0,\dots,n\}$, with one factor from each row:

$$
W=\sum_\sigma \operatorname{sgn}(\sigma)\prod_{i=0}^{n}M_{i\sigma(i)} .
$$

The product rule differentiates one factor at a time. Collecting the terms by the row $r$ of the differentiated factor gives

$$
W'=\sum_{r=0}^{n}D_r,\qquad
D_r=\sum_\sigma \operatorname{sgn}(\sigma)\,M'_{r\sigma(r)}\prod_{i\ne r}M_{i\sigma(i)} .
$$

Each $D_r$ is the determinant of $M$ with row $r$ replaced by its derivative. So far this holds for any matrix with differentiable entries.

For the Wronski matrix, $M'_{rj}=f_j^{(r+1)}$. If $r<n$, this is the entry $M_{r+1,j}$, so the matrix in $D_r$ has equal rows $r$ and $r+1$, and $D_r=0$. Only $D_n$ remains, and it is the determinant in the statement. For $n=0$ there are no vanishing terms, and the formula reads $W'=f_0'$.

## From the differential equation to Abel's identity

If the functions solve the linear equation, the new last row is $\sum_k a_k$ times row $k$ of $M$. A determinant is linear in its last row, so

$$
W'=\sum_{k=0}^{n}a_k\det\bigl(M\text{ with row }n\text{ replaced by row }k\bigr).
$$

For $k<n$ the matrix has two equal rows. For $k=n$ it is $M$ itself. Hence $W'=a_nW$.

With $P'=a_n$,

$$
\frac{d}{dx}\bigl(We^{-P}\bigr)=a_nWe^{-P}-Wa_ne^{-P}=0 .
$$

So $We^{-P}$ has the same value at $x$ and at $y$, and multiplying by $e^{P(x)}$ gives Abel's identity. Since the exponential is never zero, $W(x)$ and $W(y)$ are either both zero or both non-zero.

For the two Schrödinger solutions, the general formula with $n=1$ gives $W'=f_0f_1''-f_1f_0''$. Inserting $f_j''=2(V-E_j)f_j$ yields

$$
W'=2(V-E_1)f_0f_1-2(V-E_0)f_0f_1=2(E_0-E_1)f_0f_1 .
$$

## Three powers of $x$

Take $f_0=x$, $f_1=x^2$ and $f_2=x^4$. Then

$$
W=\det\begin{pmatrix}x&x^2&x^4\\1&2x&4x^3\\0&2&12x^2\end{pmatrix}
=16x^4-12x^4+2x^4=6x^4 ,
$$

so $W'(1)=24$. The third derivatives are $0$, $0$ and $24x$, and at $x=1$ the theorem gives

$$
\det\begin{pmatrix}1&1&1\\1&2&4\\0&0&24\end{pmatrix}=24\,(2-1)=24 .
$$

## One derivative too few

For two functions the theorem assumes that both are twice differentiable. Being differentiable once is not enough in general. Take $f_0=1$ and $f_1=\tfrac12x|x|$. The second function is differentiable everywhere, with $f_1'=|x|$, but $f_1'$ is not differentiable at $0$. The Wronskian is

$$
W=1\cdot|x|-\tfrac12x|x|\cdot0=|x| ,
$$

which has no derivative at $0$. In Lean the right-hand side would still be a number there, because a derivative that doesn't exist is given the value zero, but the claim that $W$ has this derivative would be false.

## The Lean file

```lean
import Mathlib

open Matrix

namespace WronskianDerivative

noncomputable section

variable {𝕂 : Type*} [RCLike 𝕂]

/-- A function on the real line is `m` times differentiable if all its derivatives of order
below `m` are differentiable everywhere. -/
def TimesDifferentiable (m : ℕ) (f : ℝ → 𝕂) : Prop :=
  ∀ k < m, Differentiable ℝ (iteratedDeriv k f)

/-- The Wronski matrix at `x`: row `i` holds the `i`-th derivatives of the functions. -/
def wronskiMatrix {n : ℕ} (f : Fin n → ℝ → 𝕂) (x : ℝ) : Matrix (Fin n) (Fin n) 𝕂 :=
  Matrix.of fun i j => iteratedDeriv (i : ℕ) (f j) x

/-- The Wronskian of `n` functions, the determinant of their Wronski matrix. -/
def wronskian {n : ℕ} (f : Fin n → ℝ → 𝕂) (x : ℝ) : 𝕂 :=
  (wronskiMatrix f x).det

/-- The derivative of a determinant is the sum, over all rows, of the determinants in which
that one row is replaced by its derivative. -/
theorem hasDerivAt_det_rows {ι : Type*} [Fintype ι] [DecidableEq ι]
    {A : ℝ → Matrix ι ι 𝕂} {A' : Matrix ι ι 𝕂} {x : ℝ}
    (h : ∀ i j, HasDerivAt (fun t => A t i j) (A' i j) x) :
    HasDerivAt (fun t => (A t).det) (∑ i, ((A x).updateRow i (A' i)).det) x := by
  -- the permutation expansion, with one factor from each row
  have hdet : ∀ M : Matrix ι ι 𝕂, M.det =
      ∑ σ : Equiv.Perm ι, ((Equiv.Perm.sign σ : ℤ) : 𝕂) * ∏ i, M i (σ i) := by
    intro M
    have h := Matrix.det_apply' Mᵀ
    rw [Matrix.det_transpose] at h
    exact h
  simp only [hdet]
  rw [Finset.sum_comm]
  refine HasDerivAt.fun_sum (fun σ _ => ?_)
  -- the product rule for a single permutation
  have hp : HasDerivAt (fun t => ∏ i, A t i (σ i))
      (∑ i, (∏ j ∈ Finset.univ.erase i, A x j (σ j)) • A' i (σ i)) x :=
    HasDerivAt.fun_finsetProd (fun i _ => h i (σ i))
  refine (hp.const_mul _).congr_deriv ?_
  rw [Finset.mul_sum]
  refine Finset.sum_congr rfl (fun r _ => ?_)
  rw [← Finset.mul_prod_erase Finset.univ _ (Finset.mem_univ r), Matrix.updateRow_self,
    smul_eq_mul, mul_comm (A' r (σ r))]
  congr 2
  refine Finset.prod_congr rfl (fun j hj => ?_)
  rw [Matrix.updateRow_ne (Finset.ne_of_mem_erase hj)]

/-- Replacing a row of the Wronski matrix other than the last by its derivative gives a
vanishing determinant. -/
theorem det_differentiated_row_eq_zero {n : ℕ} (f : Fin (n + 1) → ℝ → 𝕂) (x : ℝ)
    (i : Fin n) :
    ((wronskiMatrix f x).updateRow i.castSucc
      (fun j => iteratedDeriv ((i : ℕ) + 1) (f j) x)).det = 0 := by
  have hne : i.castSucc ≠ i.succ := by
    intro h
    have := congrArg Fin.val h
    simp at this
  -- the differentiated row coincides with the row below it
  refine Matrix.det_zero_of_row_eq hne ?_
  rw [Matrix.updateRow_self, Matrix.updateRow_ne hne.symm]
  rfl

/-- The derivative of the Wronskian of `n + 1` functions that are `n + 1` times differentiable
is the determinant with the last row replaced by the derivatives of order `n + 1`. -/
theorem hasDerivAt_wronskian {n : ℕ} {f : Fin (n + 1) → ℝ → 𝕂}
    (hf : ∀ j, TimesDifferentiable (n + 1) (f j)) (x : ℝ) :
    HasDerivAt (wronskian f)
      ((wronskiMatrix f x).updateRow (Fin.last n)
        (fun j => iteratedDeriv (n + 1) (f j) x)).det x := by
  have hentry : ∀ i j : Fin (n + 1), HasDerivAt (fun t => wronskiMatrix f t i j)
      ((Matrix.of fun i j : Fin (n + 1) => iteratedDeriv ((i : ℕ) + 1) (f j) x) i j) x := by
    intro i j
    have h := (hf j i i.isLt x).hasDerivAt
    rw [← iteratedDeriv_succ] at h
    exact h
  have h := hasDerivAt_det_rows hentry
  -- only the term with the last row differentiated survives
  rw [Fin.sum_univ_castSucc] at h
  have h2 : HasDerivAt (wronskian f)
      ((∑ i : Fin n, ((wronskiMatrix f x).updateRow i.castSucc
          (fun j => iteratedDeriv ((i : ℕ) + 1) (f j) x)).det) +
        ((wronskiMatrix f x).updateRow (Fin.last n)
          (fun j => iteratedDeriv (n + 1) (f j) x)).det) x := h
  rw [Finset.sum_eq_zero (fun i _ => det_differentiated_row_eq_zero f x i), zero_add] at h2
  exact h2

/-- If all functions solve the same linear differential equation of order `n + 1`, the
derivative of their Wronskian is the Wronskian times the coefficient of the `n`-th derivative. -/
theorem hasDerivAt_wronskian_of_ode {n : ℕ} {f : Fin (n + 1) → ℝ → 𝕂}
    (hf : ∀ j, TimesDifferentiable (n + 1) (f j)) (a : Fin (n + 1) → ℝ → 𝕂)
    (hode : ∀ j t, iteratedDeriv (n + 1) (f j) t =
      ∑ k : Fin (n + 1), a k t * iteratedDeriv (k : ℕ) (f j) t) (x : ℝ) :
    HasDerivAt (wronskian f) (a (Fin.last n) x * wronskian f x) x := by
  refine (hasDerivAt_wronskian hf x).congr_deriv ?_
  -- the new last row is a linear combination of the old rows
  have hr : (fun j => iteratedDeriv (n + 1) (f j) x) =
      ∑ k, a k x • wronskiMatrix f x k := by
    ext j
    simp only [Finset.sum_apply, Pi.smul_apply, smul_eq_mul]
    exact hode j x
  rw [hr]
  exact Matrix.det_updateRow_sum (wronskiMatrix f x) (Fin.last n) (fun k => a k x)

/-- Abel's identity: for `n + 1` solutions of a linear differential equation of order `n + 1`, the
Wronskian at `x` is the Wronskian at `y` times the exponential of `P x - P y`, where `P` is a
primitive of the coefficient of the `n`-th derivative. -/
theorem abel_identity {n : ℕ} {f : Fin (n + 1) → ℝ → ℂ}
    (hf : ∀ j, TimesDifferentiable (n + 1) (f j)) (a : Fin (n + 1) → ℝ → ℂ)
    (hode : ∀ j t, iteratedDeriv (n + 1) (f j) t =
      ∑ k : Fin (n + 1), a k t * iteratedDeriv (k : ℕ) (f j) t)
    {P : ℝ → ℂ} (hP : ∀ t, HasDerivAt P (a (Fin.last n) t) t) (x y : ℝ) :
    wronskian f x = wronskian f y * Complex.exp (P x - P y) := by
  -- the Wronskian times the integrating factor has zero derivative
  have hd : ∀ t, HasDerivAt (fun s => wronskian f s * Complex.exp (-P s)) 0 t := by
    intro t
    refine ((hasDerivAt_wronskian_of_ode hf a hode t).fun_mul
      (hP t).fun_neg.cexp).congr_deriv ?_
    ring
  have hc : wronskian f x * Complex.exp (-P x) = wronskian f y * Complex.exp (-P y) :=
    is_const_of_deriv_eq_zero (fun t => (hd t).differentiableAt) (fun t => (hd t).deriv) x y
  calc wronskian f x = wronskian f x * Complex.exp (-P x) * Complex.exp (P x) := by
        rw [mul_assoc, ← Complex.exp_add, neg_add_cancel, Complex.exp_zero, mul_one]
    _ = wronskian f y * Complex.exp (-P y) * Complex.exp (P x) := by rw [hc]
    _ = wronskian f y * Complex.exp (P x - P y) := by
        rw [mul_assoc, ← Complex.exp_add, neg_add_eq_sub]

/-- Under the conditions of Abel's identity, the Wronskian is non-zero at one point exactly
when it is non-zero at any other. -/
theorem wronskian_ne_zero_iff {n : ℕ} {f : Fin (n + 1) → ℝ → ℂ}
    (hf : ∀ j, TimesDifferentiable (n + 1) (f j)) (a : Fin (n + 1) → ℝ → ℂ)
    (hode : ∀ j t, iteratedDeriv (n + 1) (f j) t =
      ∑ k : Fin (n + 1), a k t * iteratedDeriv (k : ℕ) (f j) t)
    {P : ℝ → ℂ} (hP : ∀ t, HasDerivAt P (a (Fin.last n) t) t) (x y : ℝ) :
    wronskian f x ≠ 0 ↔ wronskian f y ≠ 0 := by
  rw [abel_identity hf a hode hP x y, mul_ne_zero_iff]
  exact and_iff_left (Complex.exp_ne_zero _)

/-- For two solutions of the one-dimensional Schrödinger equation in the same potential, the
derivative of the Wronskian is twice the energy difference times the product of the solutions. -/
theorem hasDerivAt_wronskian_schrodinger {f : Fin 2 → ℝ → 𝕂}
    (hf : ∀ j, TimesDifferentiable 2 (f j)) (V : ℝ → 𝕂) (E : Fin 2 → 𝕂)
    (hS : ∀ j t, -(1 / 2) * iteratedDeriv 2 (f j) t + V t * f j t = E j * f j t) (x : ℝ) :
    HasDerivAt (wronskian f) (2 * (E 0 - E 1) * (f 0 x * f 1 x)) x := by
  refine (hasDerivAt_wronskian (n := 1) hf x).congr_deriv ?_
  -- the determinant with second derivatives in its last row
  have e : ((wronskiMatrix f x).updateRow (Fin.last 1)
      (fun j => iteratedDeriv (1 + 1) (f j) x)).det =
      f 0 x * iteratedDeriv 2 (f 1) x - f 1 x * iteratedDeriv 2 (f 0) x := by
    refine (Matrix.det_fin_two _).trans ?_
    simp [wronskiMatrix, Matrix.updateRow_apply]
  refine e.trans ?_
  linear_combination (-2 * f 0 x) * hS 1 x + (2 * f 1 x) * hS 0 x

end

end WronskianDerivative
```

```lean
#print axioms WronskianDerivative.hasDerivAt_wronskian
#print axioms WronskianDerivative.wronskian_ne_zero_iff
#print axioms WronskianDerivative.hasDerivAt_wronskian_schrodinger
```

```
'WronskianDerivative.hasDerivAt_wronskian' depends on axioms: [propext, Classical.choice, Quot.sound]
'WronskianDerivative.wronskian_ne_zero_iff' depends on axioms: [propext, Classical.choice, Quot.sound]
'WronskianDerivative.hasDerivAt_wronskian_schrodinger' depends on axioms: [propext, Classical.choice, Quot.sound]
```

## How the proof follows the derivation

`hasDerivAt_det_rows` is the row-by-row formula for an arbitrary square matrix with differentiable entries. Mathlib's expansion indexes the factors of each product by column, so the proof applies it to the transpose to index them by row. `Finset.sum_comm` exchanges the sums over rows and permutations, after which each permutation can be treated separately. `HasDerivAt.fun_finsetProd` is the product rule. The remaining steps identify each of its terms with a term of $D_r$: in row $r$ the updated matrix supplies the differentiated factor, and in every other row it supplies the original one.

`det_differentiated_row_eq_zero` shows that $D_r=0$ for $r<n$. Its index `i` runs over `Fin n`, so it can't be the last row. `i.castSucc` is the same index among the $n+1$ rows, and `i.succ` is the row below it. The two rows are equal after the replacement, and `Matrix.det_zero_of_row_eq` finishes the argument.

`hasDerivAt_wronskian` puts these two lemmas together. The step `hentry` differentiates each matrix entry. Row $i$ needs $f_j^{(i)}$ to be differentiable, which the hypothesis supplies because $i<n+1$. `Fin.sum_univ_castSucc` splits the sum over rows into the first $n$ terms and the last one. The first $n$ vanish by the previous lemma.

In `hasDerivAt_wronskian_of_ode`, the step `hr` writes the new last row as a linear combination of the old rows. `Matrix.det_updateRow_sum` then combines linearity and the vanishing of determinants with equal rows, leaving the coefficient $a_n$ times $W$.

`abel_identity` first shows, in `hd`, that $We^{-P}$ has zero derivative. `is_const_of_deriv_eq_zero` turns this into equality at any two points, and the final chain of equalities rearranges the exponentials. `wronskian_ne_zero_iff` adds only that the exponential factor is non-zero.

`hasDerivAt_wronskian_schrodinger` uses the main theorem with $n=1$ and expands the $2\times2$ determinant. The closing `linear_combination` multiplies the equation for $f_1$ by $-2f_0$ and the equation for $f_0$ by $2f_1$, then adds them. The potential terms cancel in the sum, leaving the energy difference.
